# One electron on two sites with constant hopping $t>0$, linear site-energy coupling $g$ and harmonic spring $k>0$: at a distorted stationary geometry the vertical gap is $2g^2/k$, independent of $t$, and the lower surface is softer than the bare spring

## Question

If I take the vertical electronic gap of a distorted dimer and halve it to get the hopping $t$, I get the wrong number. If I then use the bare spring constant $k$ for small vibrations about that geometry, I get a mode that is too stiff. In the model I have in mind, one electron on two sites is coupled with strength $g$ to a distortion $x$, and the lower adiabatic surface is

$$V(x)=\tfrac12 kx^2-\sqrt{t^2+g^2x^2},\qquad t,k>0.$$

For $g^2>kt$, I believe that at each nonzero stationary point the gap is $2g^2/k$, with no $t$ in it, and that the curvature is $k(1-k^2t^2/g^4)$, strictly between $0$ and $k$. Can this be made rigorous and machine-checked, with the gap tied to a Hamiltonian and the curvature taken as an actual second derivative?

## Answer

Yes. The condition $g^2>kt$ doesn't even have to be assumed: it holds exactly when a nonzero stationary point exists. The sign of $g$ doesn't matter either.

### Force balance fixes the gap, and hopping softens the mode

The distortion shifts the two site energies in opposite directions, so the electronic Hamiltonian is

$$H(x)=\begin{pmatrix}-gx&-t\\-t&gx\end{pmatrix}.$$

Write $s(x)=\sqrt{t^2+g^2x^2}$. The secular determinant is

$$\det(H-E)=(-gx-E)(gx-E)-t^2=E^2-s^2=(E-s)(E+s).$$

The levels are therefore $\pm s$ and the vertical gap is $2s$. Adding the lower level to the elastic energy gives $V=kx^2/2-s$.

Since $t>0$, the root never vanishes, and $s'=g^2x/s$. Hence

$$V'(x)=kx-\frac{g^2x}{s}.$$

Differentiating once more with the quotient rule gives

$$V''(x)=k-g^2\,\frac{s-x\,(g^2x/s)}{s^2}=k-g^2\,\frac{s^2-g^2x^2}{s^3}=k-\frac{g^2t^2}{s^3}.$$

Now let $x\neq0$ and $V'(x)=0$. Cancelling $x$ from the force balance leaves $ks=g^2$, so

$$s=\frac{g^2}{k},\qquad \text{gap}=2s=\frac{2g^2}{k}.$$

The hopping has dropped out. Because $ks>0$, the coupling $g$ is nonzero, so $g^2x^2>0$ and $s>t$. Multiplying by $k$ gives $g^2=ks>kt$.

Conversely, suppose $g^2>kt$. Then $g\neq0$, and squaring gives $g^4>k^2t^2$, so

$$x^2=\frac{g^2}{k^2}-\frac{t^2}{g^2}$$

has a positive right-hand side. For its positive root, $t^2+g^2x^2=g^4/k^2$, hence $s=g^2/k$ and the force vanishes.

Substituting $s=g^2/k$ into the curvature gives

$$V''(x)=k-g^2t^2\,\frac{k^3}{g^6}=k\left(1-\frac{k^2t^2}{g^4}\right).$$

From $0<kt<g^2$ the subtracted fraction lies strictly between $0$ and $1$, so $0<V''(x)<k$.

At the undistorted geometry $s=t$, and the curvature is $V''(0)=k-g^2/t$. This is negative exactly when $g^2>kt$, so the symmetric geometry becomes unstable under the same condition that produces the distorted stationary points.

Here is the complete Lean file.

```lean
import Mathlib

open Matrix

namespace DimerGapSoftening

noncomputable section

/-- Electronic Hamiltonian of a two-site dimer with hopping `t`, whose site energies are
shifted oppositely by the coupling `g` to the distortion `x`. -/
def hamiltonian (t g x : ℝ) : Matrix (Fin 2) (Fin 2) ℝ :=
  !![-(g * x), -t; -t, g * x]

/-- Vertical electronic gap of the dimer at distortion `x`. -/
def gap (t g x : ℝ) : ℝ := 2 * √(t ^ 2 + g ^ 2 * x ^ 2)

/-- Lower adiabatic surface: elastic energy with stiffness `k` plus the lower electronic level. -/
def surface (t g k x : ℝ) : ℝ := k * x ^ 2 / 2 - √(t ^ 2 + g ^ 2 * x ^ 2)

/-- The secular equation of the dimer has exactly the solutions plus and minus half the gap. -/
theorem secular_iff (t g x E : ℝ) :
    (hamiltonian t g x - E • (1 : Matrix (Fin 2) (Fin 2) ℝ)).det = 0 ↔
      E = gap t g x / 2 ∨ E = -(gap t g x / 2) := by
  have hs : √(t ^ 2 + g ^ 2 * x ^ 2) ^ 2 = t ^ 2 + g ^ 2 * x ^ 2 :=
    Real.sq_sqrt (by positivity)
  have hm : hamiltonian t g x - E • (1 : Matrix (Fin 2) (Fin 2) ℝ) =
      !![-(g * x) - E, -t; -t, g * x - E] := by
    ext i j
    fin_cases i <;> fin_cases j <;> simp [hamiltonian]
  -- the secular determinant factorises over the two levels
  have hd : (hamiltonian t g x - E • (1 : Matrix (Fin 2) (Fin 2) ℝ)).det =
      (E - gap t g x / 2) * (E + gap t g x / 2) := by
    rw [hm, Matrix.det_fin_two_of]
    unfold gap
    linear_combination hs
  rw [hd, mul_eq_zero, sub_eq_zero, add_eq_zero_iff_eq_neg]

/-- Derivative of half the electronic gap with respect to the distortion. -/
theorem hasDerivAt_root {t : ℝ} (ht : 0 < t) (g x : ℝ) :
    HasDerivAt (fun y : ℝ => √(t ^ 2 + g ^ 2 * y ^ 2))
      (g ^ 2 * x / √(t ^ 2 + g ^ 2 * x ^ 2)) x := by
  have hpos : 0 < t ^ 2 + g ^ 2 * x ^ 2 := by positivity
  have hq : HasDerivAt (fun y : ℝ => y ^ 2) (2 * x) x := by
    simpa using hasDerivAt_pow 2 x
  have h1 : HasDerivAt (fun y : ℝ => t ^ 2 + g ^ 2 * y ^ 2) (g ^ 2 * (2 * x)) x :=
    (hq.const_mul (g ^ 2)).const_add (t ^ 2)
  refine (h1.sqrt hpos.ne').congr_deriv ?_
  rw [show g ^ 2 * (2 * x) = 2 * (g ^ 2 * x) by ring, mul_div_mul_left _ _ two_ne_zero]

/-- Slope of the adiabatic surface: elastic term minus electronic term. -/
theorem hasDerivAt_surface {t : ℝ} (ht : 0 < t) (g k x : ℝ) :
    HasDerivAt (surface t g k) (k * x - g ^ 2 * x / √(t ^ 2 + g ^ 2 * x ^ 2)) x := by
  have hq : HasDerivAt (fun y : ℝ => y ^ 2) (2 * x) x := by
    simpa using hasDerivAt_pow 2 x
  have h1 : HasDerivAt (fun y : ℝ => k * y ^ 2 / 2) (k * x) x :=
    ((hq.const_mul k).div_const 2).congr_deriv (by ring)
  exact h1.fun_sub (hasDerivAt_root ht g x)

/-- Curvature of the adiabatic surface at an arbitrary distortion. -/
theorem curvature_eq {t : ℝ} (ht : 0 < t) (g k x : ℝ) :
    deriv (deriv (surface t g k)) x =
      k - g ^ 2 * t ^ 2 / √(t ^ 2 + g ^ 2 * x ^ 2) ^ 3 := by
  have hpos : 0 < t ^ 2 + g ^ 2 * x ^ 2 := by positivity
  have hs : √(t ^ 2 + g ^ 2 * x ^ 2) ≠ 0 := (Real.sqrt_pos.2 hpos).ne'
  have hf : deriv (surface t g k) =
      fun y => k * y - g ^ 2 * y / √(t ^ 2 + g ^ 2 * y ^ 2) :=
    funext fun y => (hasDerivAt_surface ht g k y).deriv
  have h1 : HasDerivAt (fun y : ℝ => k * y) (k * 1) x := (hasDerivAt_id' x).const_mul k
  have h2 : HasDerivAt (fun y : ℝ => g ^ 2 * y) (g ^ 2 * 1) x :=
    (hasDerivAt_id' x).const_mul (g ^ 2)
  have e : ∀ s : ℝ, s ≠ 0 → (g ^ 2 * 1 * s - g ^ 2 * x * (g ^ 2 * x / s)) / s ^ 2 =
      g ^ 2 * (s ^ 2 - g ^ 2 * x ^ 2) / s ^ 3 := by
    intro s hs
    field_simp
  rw [hf, (h1.fun_sub (h2.fun_div (hasDerivAt_root ht g x) hs)).deriv, e _ hs,
    Real.sq_sqrt hpos.le]
  ring

/-- At a nonzero stationary distortion, stiffness times half the gap equals the squared
coupling, and half the gap exceeds the hopping. -/
theorem stationary_root {t g k x : ℝ} (ht : 0 < t) (hx : x ≠ 0) (hk : 0 < k)
    (h : deriv (surface t g k) x = 0) :
    k * √(t ^ 2 + g ^ 2 * x ^ 2) = g ^ 2 ∧ t < √(t ^ 2 + g ^ 2 * x ^ 2) := by
  have hpos : 0 < t ^ 2 + g ^ 2 * x ^ 2 := by positivity
  have hs := Real.sqrt_pos.2 hpos
  rw [(hasDerivAt_surface ht g k x).deriv] at h
  have h2 : g ^ 2 * x / √(t ^ 2 + g ^ 2 * x ^ 2) = k * x := by linarith
  rw [div_eq_iff hs.ne'] at h2
  -- the nonzero distortion cancels from the force balance
  have h3 : k * √(t ^ 2 + g ^ 2 * x ^ 2) = g ^ 2 :=
    mul_left_cancel₀ hx (by linear_combination -h2)
  have hg : 0 < g ^ 2 := h3 ▸ mul_pos hk hs
  have hgx : 0 < g ^ 2 * x ^ 2 := mul_pos hg (by positivity)
  exact ⟨h3, (Real.lt_sqrt ht.le).2 (by linarith)⟩

/-- A nonzero stationary distortion exists exactly when the squared coupling exceeds
stiffness times hopping. -/
theorem exists_stationary_iff {t g k : ℝ} (ht : 0 < t) (hk : 0 < k) :
    (∃ x, x ≠ 0 ∧ deriv (surface t g k) x = 0) ↔ k * t < g ^ 2 := by
  constructor
  · rintro ⟨x, hx, h⟩
    obtain ⟨h1, h2⟩ := stationary_root ht hx hk h
    rw [← h1]
    exact mul_lt_mul_of_pos_left h2 hk
  · intro h
    have hg2 : 0 < g ^ 2 := (mul_pos hk ht).trans h
    have hg : g ≠ 0 := fun h0 => by simp [h0] at hg2
    have hsq := mul_self_lt_mul_self (mul_pos hk ht).le h
    have hpos : 0 < g ^ 2 / k ^ 2 - t ^ 2 / g ^ 2 := by
      rw [sub_pos, div_lt_div_iff₀ hg2 (by positivity)]
      nlinarith [hsq]
    obtain ⟨x, hx, hx2⟩ : ∃ x : ℝ, 0 < x ∧ x ^ 2 = g ^ 2 / k ^ 2 - t ^ 2 / g ^ 2 :=
      ⟨_, Real.sqrt_pos.2 hpos, Real.sq_sqrt hpos.le⟩
    have hr : t ^ 2 + g ^ 2 * x ^ 2 = (g ^ 2 / k) ^ 2 := by
      rw [hx2]
      field_simp
      ring
    refine ⟨x, hx.ne', ?_⟩
    have hb : g ^ 2 * x / (g ^ 2 / k) = k * x := by field_simp
    rw [(hasDerivAt_surface ht g k x).deriv, hr, Real.sqrt_sq (by positivity), hb, sub_self]

/-- At every nonzero stationary distortion the vertical gap is `2g²/k`, and the curvature of
the surface is `k(1 - k²t²/g⁴)`, which is positive and smaller than the bare stiffness. -/
theorem gap_and_softening {t g k x : ℝ} (ht : 0 < t) (hk : 0 < k) (hx : x ≠ 0)
    (h : deriv (surface t g k) x = 0) :
    gap t g x = 2 * g ^ 2 / k ∧
      deriv (deriv (surface t g k)) x = k * (1 - k ^ 2 * t ^ 2 / g ^ 4) ∧
      0 < deriv (deriv (surface t g k)) x ∧ deriv (deriv (surface t g k)) x < k := by
  have hlt : k * t < g ^ 2 := (exists_stationary_iff ht hk).1 ⟨x, hx, h⟩
  have hg : g ≠ 0 := fun h0 => by
    have := mul_pos hk ht
    rw [h0] at hlt
    linarith
  have hs : √(t ^ 2 + g ^ 2 * x ^ 2) = g ^ 2 / k := by
    rw [eq_div_iff hk.ne', mul_comm]
    exact (stationary_root ht hx hk h).1
  have hc : deriv (deriv (surface t g k)) x = k * (1 - k ^ 2 * t ^ 2 / g ^ 4) := by
    rw [curvature_eq ht, hs]
    field_simp
  -- the relative softening lies strictly between zero and one
  have h0 : 0 < k ^ 2 * t ^ 2 / g ^ 4 := by positivity
  have h1 : k ^ 2 * t ^ 2 / g ^ 4 < 1 := by
    rw [div_lt_one (by positivity)]
    nlinarith [mul_self_lt_mul_self (mul_pos hk ht).le hlt]
  refine ⟨?_, hc, ?_, ?_⟩
  · rw [gap, hs]
    ring
  · rw [hc]
    exact mul_pos hk (by linarith)
  · rw [hc]
    nlinarith [mul_pos hk h0]

/-- For two dimers with equal coupling and stiffness, the gaps at nonzero stationary
distortions agree, while the dimer with larger hopping has the smaller curvature. -/
theorem compare_hoppings {t₁ t₂ g k x₁ x₂ : ℝ} (ht : 0 < t₁) (h12 : t₁ < t₂) (hk : 0 < k)
    (hx₁ : x₁ ≠ 0) (hx₂ : x₂ ≠ 0) (h₁ : deriv (surface t₁ g k) x₁ = 0)
    (h₂ : deriv (surface t₂ g k) x₂ = 0) :
    gap t₁ g x₁ = gap t₂ g x₂ ∧
      deriv (deriv (surface t₂ g k)) x₂ < deriv (deriv (surface t₁ g k)) x₁ := by
  obtain ⟨a₁, b₁, -, -⟩ := gap_and_softening ht hk hx₁ h₁
  obtain ⟨a₂, b₂, -, -⟩ := gap_and_softening (ht.trans h12) hk hx₂ h₂
  have hlt : k * t₁ < g ^ 2 := (exists_stationary_iff ht hk).1 ⟨x₁, hx₁, h₁⟩
  have hg2 : 0 < g ^ 2 := (mul_pos hk ht).trans hlt
  have hg4 : 0 < g ^ 4 := by
    have := mul_pos hg2 hg2
    nlinarith
  refine ⟨a₁.trans a₂.symm, ?_⟩
  rw [b₁, b₂]
  have hd : k ^ 2 * t₁ ^ 2 / g ^ 4 < k ^ 2 * t₂ ^ 2 / g ^ 4 := by gcongr
  exact mul_lt_mul_of_pos_left (by linarith) hk

/-- At the undistorted geometry the curvature is `k - g²/t`, and it is negative exactly when
the squared coupling exceeds stiffness times hopping. -/
theorem curvature_zero {t : ℝ} (ht : 0 < t) (g k : ℝ) :
    deriv (deriv (surface t g k)) 0 = k - g ^ 2 / t ∧
      (deriv (deriv (surface t g k)) 0 < 0 ↔ k * t < g ^ 2) := by
  have hc : deriv (deriv (surface t g k)) 0 = k - g ^ 2 / t := by
    have e : g ^ 2 * t ^ 2 / t ^ 3 = g ^ 2 / t := by field_simp
    rw [curvature_eq ht, show t ^ 2 + g ^ 2 * (0 : ℝ) ^ 2 = t ^ 2 by ring,
      Real.sqrt_sq ht.le, e]
  exact ⟨hc, by rw [hc, sub_neg, lt_div_iff₀ ht]⟩

end

end DimerGapSoftening
```

```lean
#print axioms DimerGapSoftening.secular_iff
#print axioms DimerGapSoftening.gap_and_softening
#print axioms DimerGapSoftening.compare_hoppings
#print axioms DimerGapSoftening.curvature_zero
```

```
'DimerGapSoftening.secular_iff' depends on axioms: [propext, Classical.choice, Quot.sound]
'DimerGapSoftening.gap_and_softening' depends on axioms: [propext, Classical.choice, Quot.sound]
'DimerGapSoftening.compare_hoppings' depends on axioms: [propext, Classical.choice, Quot.sound]
'DimerGapSoftening.curvature_zero' depends on axioms: [propext, Classical.choice, Quot.sound]
```

### What the Lean definitions and theorems say

All parameters are real numbers. `hamiltonian t g x` is the matrix $H(x)$, `gap t g x` is $2s(x)$, and `surface t g k` is the function $V$. The gap is introduced by a formula, and `secular_iff` connects it to the matrix: $\det(H-E)=0$ holds if and only if $E$ is plus or minus half the gap.

Stationarity is written `deriv (surface t g k) x = 0`, and the curvature is `deriv (deriv (surface t g k)) x`. Lean's `deriv` returns zero where a function has no derivative, but for $t>0$ `hasDerivAt_surface` shows that $V$ is differentiable everywhere, so the condition means a true zero of the force.

The main theorem, `gap_and_softening`, assumes $t>0$, $k>0$, $x\neq0$ and stationarity at $x$. It concludes four things: the gap is $2g^2/k$, the curvature is $k(1-k^2t^2/g^4)$, the curvature is positive, and it is less than $k$. Your condition enters through `exists_stationary_iff`, which states, for $t>0$ and $k>0$, that a nonzero stationary point exists if and only if `k * t < g ^ 2`. The main theorem therefore applies to an actual geometry whenever that inequality holds.

Two further statements complete the picture:

- `compare_hoppings` takes two dimers with the same $g$, the same $k>0$ and hoppings $0<t_1<t_2$, each at a nonzero stationary point. Their gaps are equal, and the second dimer has the smaller curvature.
- `curvature_zero` gives, for $t>0$, the curvature at $x=0$ and the exact condition for it to be negative.

The model has a single electron, a single classical distortion coordinate and a harmonic spring. The surface counts the lower level once, so filling it with two electrons would change the formulas. Electron repulsion, nuclear kinetic energy and nonadiabatic coupling are absent. The hopping $t$ is a constant that stands for the tunnelling amplitude between the sites and doesn't depend on $x$; $g$ is the site-energy shift per unit distortion, and $k$ is the stiffness without the electronic contribution.

For parameter fitting in this one-electron, one-coordinate model, the gap at the distorted geometry fixes the ratio $g^2/k$ and only bounds the hopping from above, since $t<s$, while the curvature there still depends on the hopping.

### How the proofs follow the force balance

**Levels.** In `secular_iff`, the matrix $H-E$ is written out entry by entry and its $2\times2$ determinant is expanded. The step `linear_combination hs` uses $s^2=t^2+g^2x^2$ to factorise it, and a product vanishes exactly when one of its factors does.

**Derivatives.** `hasDerivAt_root` applies the chain rule to the square root, where $t>0$ keeps the radicand positive. `hasDerivAt_surface` subtracts the result from the slope $kx$ of the elastic energy. For the second derivative, `curvature_eq` first identifies the whole function $V'$, since knowing the slope at one point would not suffice, and then applies the quotient rule. Its auxiliary identity `e` is the simplification to $g^2(s^2-g^2x^2)/s^3$ made above.

**Cancelling the distortion.** `stationary_root` clears the denominator in $g^2x/s=kx$ and cancels $x$ with `mul_left_cancel₀ hx`. This is where $x\neq0$ enters the force balance. Under $t>0$ and $k>0$, the lemma returns both $ks=g^2$ and $t<s$.

**Existence.** One direction of `exists_stationary_iff` multiplies $t<s$ by $k$. The other takes the positive square root of $g^2/k^2-t^2/g^2$ as the distortion, shows that the radicand of $s$ is then $(g^2/k)^2$, and checks that the slope is zero.

**Gap and curvature.** `gap_and_softening` rewrites $s$ as $g^2/k$ in the gap and in the general curvature formula. The facts `h0` and `h1` place $k^2t^2/g^4$ strictly between $0$ and $1$; the upper bound comes from squaring $kt<g^2$. Both curvature bounds follow from these.

**Comparison and the symmetric point.** `compare_hoppings` applies the main theorem to each dimer. The gaps agree because both equal $2g^2/k$, and `gcongr` shows that the larger hopping gives the larger subtracted fraction. `curvature_zero` sets $x=0$ in the general curvature formula, replaces $\sqrt{t^2}$ by $t$, and rearranges $k-g^2/t<0$ into $kt<g^2$.
